# Fcc stacking-fault energies from hcp and dhcp energies in a second-neighbour Ising model

Take a ring of N close-packed layers, with N a positive multiple of 4, and describe the step from each layer to the next by a spin, +1 or −1. Let layer i contribute J0 − J1 s_i s_(i+1) − J2 s_i s_(i+2) to the energy, where s_i is the spin of the step from layer i to layer i+1, so that only spins that are first or second neighbours are coupled. Reversing one spin of the fcc stacking, which makes an intrinsic stacking fault, then costs

4 J1 + 4 J2 = e_hcp + 2 e_dhcp − 3 e_fcc,

where each e is the energy per layer of a perfect stacking and all energies are taken per lateral unit cell. The shorter estimate 2 (e_hcp − e_fcc) gives the same value if and only if J2 = 0. Reversing two adjacent spins, which makes an extrinsic fault, costs 4 J1 + 8 J2 = 4 (e_dhcp − e_fcc).

## Spins as stacking steps

A close-packed layer sits in one of three lateral positions, A, B or C, written as 0, 1, 2 modulo 3. Let s_i = +1 if the step from layer i to layer i+1 goes forward (A→B→C→A), and s_i = −1 if it goes backward. If layer 0 is at A, layer n is at

p_n = s_0 + s_1 + … + s_(n−1) (mod 3).

All spins up give ABCABC…, which is fcc. Alternating spins give ABAB…, which is hcp, and the pattern ++−− gives ABCB…, which is dhcp.

Suppose that s_k = +1 is reversed. The sum p_n changes by −2 for every n > k and does not change for n ≤ k. Since −2 = 1 modulo 3, all layers beyond the reversed step move by one lateral position. In fcc this turns ABCABC… into, for example, ABCBCA…, an intrinsic stacking fault. Two adjacent reversed spins give ABCBABC…, an extrinsic fault.

## The energy and its constants

The energy of a spin chain on the ring is

E = Σ_i (J0 − J1 s_i s_(i+1) − J2 s_i s_(i+2)),

with indices modulo N. J0 is the part of a layer's energy that doesn't depend on the stacking. J1 and J2 are effective couplings that stand for the way the energy responds to the order of nearby layers; they are postulated, and may be any real numbers. A positive J1 favours equal neighbouring spins. The neighbours here are spins, not layers: the product s_i s_(i+2) involves the four layers from i to i+3.

With the correlation sums C_r = Σ_i s_i s_(i+r), the energy becomes

E = N J0 − J1 C_1 − J2 C_2.

## Energies of the three perfect stackings

For fcc every product is 1, so C_1 = C_2 = N. For hcp, first neighbours are opposite and second neighbours equal, so C_1 = −N and C_2 = N. For dhcp, second neighbours are opposite, so C_2 = −N. Its first-neighbour products alternate in sign, so moving the summation index by one layer gives C_1 = −C_1, hence C_1 = 0. Division by N yields

e_fcc = J0 − J1 − J2

e_hcp = J0 + J1 − J2

e_dhcp = J0 + J2.

## The cost of reversing any set of spins

From here on, A denotes a set of layers and not a lateral position. Reverse the spins of the layers in A, starting from fcc, and let a_i be 1 for i in A and 0 otherwise. Then s_i = 1 − 2 a_i, and

s_i s_(i+r) = 1 − 2 a_i − 2 a_(i+r) + 4 a_i a_(i+r).

On a ring, a_i and a_(i+r) have the same sum |A|. Write n_r for the number of i in A with i+r also in A. Summing over i gives

C_r = N − 4 (|A| − n_r),

and, relative to fcc,

ΔE = 4 J1 (|A| − n_1) + 4 J2 (|A| − n_2).

For A = {k} we have |A| = 1 and n_1 = n_2 = 0, so ΔE = 4 J1 + 4 J2. The perfect stackings give the same number:

e_hcp + 2 e_dhcp − 3 e_fcc = (1 + 2 − 3) J0 + (1 + 3) J1 + (−1 + 2 + 3) J2 = 4 J1 + 4 J2.

Since 2 (e_hcp − e_fcc) = 4 J1, the shorter estimate misses exactly 4 J2.

For A = {k, k+1} we have |A| = 2, n_1 = 1 and n_2 = 0. Hence ΔE = 4 J1 + 8 J2, which is 4 (e_dhcp − e_fcc).

## A ring of two layers

The condition that 4 divides N lets the hcp and dhcp patterns close on the ring, and it also keeps nearby layers distinct. Take N = 2 instead. Layer i+2 is then layer i itself, so s_i s_(i+2) = 1 whatever the spins are. Reversing one spin takes C_1 from 2 to −2 and leaves C_2 alone. The cost is 4 J1, and the formula 4 J1 + 4 J2 fails whenever J2 ≠ 0.

At N = 4 the formulas hold. The two second neighbours of a layer are then the same layer, and the sum over i counts that pair twice.

## How the Lean statements encode the model

Layers are elements of `ZMod N`, so `i + 1` and `i + 2` wrap around the ring, and `[NeZero N]` excludes N = 0. A spin chain is a function `ZMod N → ℤ`; `energy` accepts any integer values, while the stackings `fcc`, `hcp h`, `dhcp h` and `fault A` take only the values 1 and −1. The argument `h : 4 ∣ N` lets the last two perfect stackings be read off from a repeat unit on `ZMod 4`.

`perLayer` is the energy divided by N. `faultCost` is the undivided difference between the faulted and the perfect ring, so it is the energy of the whole fault, per lateral unit cell when J0, J1 and J2 are. If that cell holds one atom per layer, each e is an energy per atom. Dividing the fault cost by the area of the cell gives a fault energy per area.

`intrinsic_fault` and `extrinsic_fault` each state two equalities, for every position `k` and all real J0, J1, J2. `intrinsic_fault_nearest_neighbour_iff` states the criterion J2 = 0. The link to slip, `flip_is_slip`, concerns an open stack numbered by natural numbers. On the ring the energy sees only the spins, and the lateral positions need not close after N layers.

The model has no couplings between spins beyond second neighbours, no many-spin terms, no separate relaxation at the fault and no temperature. Nothing here says that fcc is the ground state; if J1 + J2 < 0, the intrinsic fault lowers the energy. Within this truncated model, total energies of three perfect crystals, computed for instance by an electronic-structure method, fix both fault energies without a faulted supercell.

## The Lean file

```lean
import Mathlib

open Finset

namespace AxialIsingStacking

noncomputable section

/-- Lateral position (A, B or C, as an element of `ZMod 3`) of layer `n` in a close-packed stack
that has layer 0 at A and whose successive steps are `s 0, s 1, ...`. -/
def layerPosition (s : ℕ → ℤ) (n : ℕ) : ZMod 3 := ((∑ i ∈ range n, s i : ℤ) : ZMod 3)

/-- Reversing one forward step of a stacking sequence shifts all layers beyond it by
one lateral position and leaves the layers before it in place. -/
theorem flip_is_slip (s : ℕ → ℤ) (k : ℕ) (hk : s k = 1) (n : ℕ) :
    layerPosition (Function.update s k (-1)) n
      = layerPosition s n + if k < n then 1 else 0 := by
  have step : ∀ (t : ℕ → ℤ) (j : ℕ),
      layerPosition t (j + 1) = layerPosition t j + (t j : ZMod 3) := by
    intro t j
    simp [layerPosition, Finset.sum_range_succ]
  induction n with
  | zero => simp [layerPosition]
  | succ n ih =>
    rw [step, step, ih]
    rcases lt_trichotomy k n with h | h | h
    · rw [Function.update_of_ne h.ne', if_pos h, if_pos (show k < n + 1 by omega)]
      ring
    · -- at the reversed step, -1 and 1 + 1 are the same lateral shift
      have e : (-1 : ZMod 3) = 1 + 1 := by decide
      rw [if_neg (show ¬ k < n by omega), if_pos (show k < n + 1 by omega), ← h,
        Function.update_self, hk]
      push_cast
      linear_combination e
    · rw [Function.update_of_ne h.ne, if_neg (show ¬ k < n by omega),
        if_neg (show ¬ k < n + 1 by omega)]
      ring

variable {N : ℕ} [NeZero N]

/-- Energy of a spin chain on a ring of `N` layers with couplings to first and second
neighbours. -/
def energy (J0 J1 J2 : ℝ) (s : ZMod N → ℤ) : ℝ :=
  ∑ i, (J0 - J1 * s i * s (i + 1) - J2 * s i * s (i + 2))

/-- Energy per layer, for a ring with `N > 0` layers. -/
def perLayer (J0 J1 J2 : ℝ) (s : ZMod N → ℤ) : ℝ := energy J0 J1 J2 s / N

/-- Sum over all layers `i` of the product of the spins at `i` and `i + r`. -/
def corr (r : ZMod N) (s : ZMod N → ℤ) : ℤ := ∑ i, s i * s (i + r)

/-- The fcc stacking: all spins up. -/
def fcc : ZMod N → ℤ := fun _ => 1

/-- The fcc stacking with the spins in the set `A` reversed. -/
def fault (A : Finset (ZMod N)) : ZMod N → ℤ := fun i => if i ∈ A then -1 else 1

/-- Energy of fcc with the spins in `A` reversed, relative to perfect fcc on the same ring. -/
def faultCost (J0 J1 J2 : ℝ) (A : Finset (ZMod N)) : ℝ :=
  energy J0 J1 J2 (fault A) - energy J0 J1 J2 (fcc : ZMod N → ℤ)

/-- The repeat unit `+-+-`. -/
def hcpUnit (a : ZMod 4) : ℤ := if a = 0 ∨ a = 2 then 1 else -1

/-- The repeat unit `++--`. -/
def dhcpUnit (a : ZMod 4) : ℤ := if a = 0 ∨ a = 1 then 1 else -1

/-- The hcp stacking: alternating spins on a ring whose length is a multiple of four. -/
def hcp (h : 4 ∣ N) : ZMod N → ℤ := fun i => hcpUnit (ZMod.castHom h (ZMod 4) i)

/-- The dhcp stacking: the pattern `++--` on a ring whose length is a multiple of four. -/
def dhcp (h : 4 ∣ N) : ZMod N → ℤ := fun i => dhcpUnit (ZMod.castHom h (ZMod 4) i)

/-- The energy depends on the stacking only through its first- and second-neighbour
correlation sums. -/
theorem energy_eq_corr (J0 J1 J2 : ℝ) (s : ZMod N → ℤ) :
    energy J0 J1 J2 s = N * J0 - J1 * corr 1 s - J2 * corr 2 s := by
  unfold energy corr
  push_cast
  rw [Finset.mul_sum, Finset.mul_sum, Finset.sum_sub_distrib, Finset.sum_sub_distrib]
  simp [ZMod.card, mul_assoc]

/-- Reversing the spins in `A` lowers the fcc correlation sum at distance `r` by four for each
member of `A`, less four for each `i` in `A` with `i + r` also in `A`. -/
theorem corr_fault (r : ZMod N) (A : Finset (ZMod N)) :
    corr r (fault A) = N - 4 * ((A.card : ℤ) - (A.filter (fun i => i + r ∈ A)).card) := by
  have point : ∀ i, fault A i * fault A (i + r) =
      1 - 2 * (if i ∈ A then (1 : ℤ) else 0) - 2 * (if i + r ∈ A then (1 : ℤ) else 0)
        + 4 * (if i ∈ A ∧ i + r ∈ A then (1 : ℤ) else 0) := by
    intro i
    unfold fault
    by_cases h1 : i ∈ A <;> by_cases h2 : i + r ∈ A <;> simp [h1, h2]
  -- translation invariance of the ring
  have shift : ∑ i, (if i + r ∈ A then (1 : ℤ) else 0) = ∑ i, if i ∈ A then (1 : ℤ) else 0 :=
    Equiv.sum_comp (Equiv.addRight r) (fun i => if i ∈ A then (1 : ℤ) else 0)
  have cA : ∑ i, (if i ∈ A then (1 : ℤ) else 0) = A.card := by simp
  have hB : (univ.filter fun i => i ∈ A ∧ i + r ∈ A) = A.filter fun i => i + r ∈ A := by
    ext i
    simp
  have cB : ∑ i, (if i ∈ A ∧ i + r ∈ A then (1 : ℤ) else 0)
      = (A.filter (fun i => i + r ∈ A)).card := by
    rw [Finset.sum_boole, hB]
  have c1 : ∑ _i : ZMod N, (1 : ℤ) = N := by simp [ZMod.card]
  unfold corr
  rw [Finset.sum_congr rfl (fun i _ => point i), Finset.sum_add_distrib,
    Finset.sum_sub_distrib, Finset.sum_sub_distrib, ← Finset.mul_sum, ← Finset.mul_sum,
    ← Finset.mul_sum, shift, cA, cB, c1]
  ring

/-- Energy cost of reversing an arbitrary set `A` of spins in fcc. -/
theorem fault_energy (J0 J1 J2 : ℝ) (A : Finset (ZMod N)) :
    faultCost J0 J1 J2 A
      = 4 * J1 * ((A.card : ℝ) - (A.filter (fun i => i + 1 ∈ A)).card)
        + 4 * J2 * ((A.card : ℝ) - (A.filter (fun i => i + 2 ∈ A)).card) := by
  have hf : ∀ r : ZMod N, corr r fcc = N := fun r => by simp [corr, fcc, ZMod.card]
  rw [faultCost, energy_eq_corr, energy_eq_corr, corr_fault, corr_fault, hf, hf]
  push_cast
  ring

/-- Energies per layer of the fcc, hcp and dhcp stackings on a ring whose length is a positive
multiple of four. -/
theorem polytype_energies (J0 J1 J2 : ℝ) (h : 4 ∣ N) :
    perLayer J0 J1 J2 (fcc : ZMod N → ℤ) = J0 - J1 - J2 ∧
    perLayer J0 J1 J2 (hcp h) = J0 + J1 - J2 ∧
    perLayer J0 J1 J2 (dhcp h) = J0 + J2 := by
  have hN : (N : ℝ) ≠ 0 := Nat.cast_ne_zero.mpr (NeZero.ne N)
  have f : ∀ r : ZMod N, corr r fcc = N := fun r => by simp [corr, fcc, ZMod.card]
  have u1 : ∀ a : ZMod 4, hcpUnit a * hcpUnit (a + 1) = -1 := by decide
  have u2 : ∀ a : ZMod 4, hcpUnit a * hcpUnit (a + 2) = 1 := by decide
  have v1 : ∀ a : ZMod 4, dhcpUnit (a + 1) * dhcpUnit (a + 1 + 1)
      = -(dhcpUnit a * dhcpUnit (a + 1)) := by decide
  have v2 : ∀ a : ZMod 4, dhcpUnit a * dhcpUnit (a + 2) = -1 := by decide
  have a1 : corr 1 (hcp h) = -N := by
    simp only [corr, hcp, map_add, map_one, u1]
    simp [ZMod.card]
  have a2 : corr 2 (hcp h) = N := by
    simp only [corr, hcp, map_add, map_ofNat, u2]
    simp [ZMod.card]
  have b2 : corr 2 (dhcp h) = -N := by
    simp only [corr, dhcp, map_add, map_ofNat, v2]
    simp [ZMod.card]
  -- a translation by one layer changes the sign of the first-neighbour sum of dhcp
  have b1 : corr 1 (dhcp h) = 0 := by
    have hs : ∑ i, dhcp h (i + 1) * dhcp h (i + 1 + 1) = ∑ i, dhcp h i * dhcp h (i + 1) :=
      Equiv.sum_comp (Equiv.addRight (1 : ZMod N)) (fun i => dhcp h i * dhcp h (i + 1))
    have hn : ∀ i, dhcp h (i + 1) * dhcp h (i + 1 + 1) = -(dhcp h i * dhcp h (i + 1)) := by
      intro i
      simp only [dhcp, map_add, map_one]
      exact v1 _
    rw [Finset.sum_congr rfl (fun i _ => hn i), Finset.sum_neg_distrib] at hs
    unfold corr
    linarith
  refine ⟨?_, ?_, ?_⟩
  · rw [perLayer, energy_eq_corr, f, f, div_eq_iff hN]
    push_cast
    ring
  · rw [perLayer, energy_eq_corr, a1, a2, div_eq_iff hN]
    push_cast
    ring
  · rw [perLayer, energy_eq_corr, b1, b2, div_eq_iff hN]
    push_cast
    ring

omit [NeZero N] in
/-- On a ring whose length is a multiple of four, layers at distance one, two or three are
distinct. -/
theorem small_ne_zero (h : 4 ∣ N) :
    (1 : ZMod N) ≠ 0 ∧ (2 : ZMod N) ≠ 0 ∧ (3 : ZMod N) ≠ 0 := by
  refine ⟨?_, ?_, ?_⟩ <;> intro e <;>
    have e' := congrArg (ZMod.castHom h (ZMod 4)) e <;>
    simp only [map_one, map_ofNat, map_zero] at e' <;>
    exact absurd e' (by decide)

/-- Intrinsic stacking fault: on a ring whose length is a positive multiple of four, reversing
one spin of fcc costs `4 J1 + 4 J2`, which is `e_hcp + 2 e_dhcp - 3 e_fcc`. -/
theorem intrinsic_fault (J0 J1 J2 : ℝ) (h : 4 ∣ N) (k : ZMod N) :
    faultCost J0 J1 J2 {k} = 4 * J1 + 4 * J2 ∧
    faultCost J0 J1 J2 {k}
      = perLayer J0 J1 J2 (hcp h) + 2 * perLayer J0 J1 J2 (dhcp h)
        - 3 * perLayer J0 J1 J2 (fcc : ZMod N → ℤ) := by
  obtain ⟨h1, h2, -⟩ := small_ne_zero h
  obtain ⟨ef, eh, ed⟩ := polytype_energies J0 J1 J2 h
  have f1 : ({k} : Finset (ZMod N)).filter (fun i => i + 1 ∈ ({k} : Finset (ZMod N))) = ∅ := by
    simp [Finset.filter_singleton, h1]
  have f2 : ({k} : Finset (ZMod N)).filter (fun i => i + 2 ∈ ({k} : Finset (ZMod N))) = ∅ := by
    simp [Finset.filter_singleton, h2]
  have cost : faultCost J0 J1 J2 {k} = 4 * J1 + 4 * J2 := by
    rw [fault_energy, f1, f2]
    simp
  refine ⟨cost, ?_⟩
  rw [cost, ef, eh, ed]
  ring

/-- On a ring whose length is a positive multiple of four, the estimate `2 (e_hcp - e_fcc)` for
the cost of one reversed spin in fcc is exact if and only if `J2 = 0`. -/
theorem intrinsic_fault_nearest_neighbour_iff (J0 J1 J2 : ℝ) (h : 4 ∣ N) (k : ZMod N) :
    faultCost J0 J1 J2 {k}
      = 2 * (perLayer J0 J1 J2 (hcp h) - perLayer J0 J1 J2 (fcc : ZMod N → ℤ)) ↔ J2 = 0 := by
  obtain ⟨ef, eh, -⟩ := polytype_energies J0 J1 J2 h
  rw [(intrinsic_fault J0 J1 J2 h k).1, ef, eh]
  constructor <;> intro e <;> linarith

/-- Extrinsic stacking fault: on a ring whose length is a positive multiple of four, reversing
two adjacent spins of fcc costs `4 J1 + 8 J2`, which is `4 (e_dhcp - e_fcc)`. -/
theorem extrinsic_fault (J0 J1 J2 : ℝ) (h : 4 ∣ N) (k : ZMod N) :
    faultCost J0 J1 J2 {k, k + 1} = 4 * J1 + 8 * J2 ∧
    faultCost J0 J1 J2 {k, k + 1}
      = 4 * (perLayer J0 J1 J2 (dhcp h) - perLayer J0 J1 J2 (fcc : ZMod N → ℤ)) := by
  obtain ⟨h1, h2, h3⟩ := small_ne_zero h
  obtain ⟨ef, -, ed⟩ := polytype_energies J0 J1 J2 h
  have hc : ({k, k + 1} : Finset (ZMod N)).card = 2 :=
    Finset.card_pair (fun e => h1 (by linear_combination -e))
  -- one first-neighbour pair lies inside the fault, and no second-neighbour pair
  have f1 : ({k, k + 1} : Finset (ZMod N)).filter
      (fun i => i + 1 ∈ ({k, k + 1} : Finset (ZMod N))) = {k} := by
    ext i
    simp only [Finset.mem_filter, Finset.mem_insert, Finset.mem_singleton]
    constructor
    · rintro ⟨hi | hi, h'⟩
      · exact hi
      · rcases h' with h' | h'
        · exact absurd (by linear_combination h' - hi) h2
        · exact absurd (by linear_combination h' - hi) h1
    · intro hi
      exact ⟨Or.inl hi, Or.inr (by rw [hi])⟩
  have f2 : ({k, k + 1} : Finset (ZMod N)).filter
      (fun i => i + 2 ∈ ({k, k + 1} : Finset (ZMod N))) = ∅ := by
    rw [Finset.filter_eq_empty_iff]
    intro i hi h'
    simp only [Finset.mem_insert, Finset.mem_singleton] at hi h'
    rcases hi with hi | hi <;> rcases h' with h' | h'
    · exact h2 (by linear_combination h' - hi)
    · exact h1 (by linear_combination h' - hi)
    · exact h3 (by linear_combination h' - hi)
    · exact h2 (by linear_combination h' - hi)
  have cost : faultCost J0 J1 J2 {k, k + 1} = 4 * J1 + 8 * J2 := by
    rw [fault_energy, f1, f2, hc, Finset.card_singleton, Finset.card_empty]
    push_cast
    ring
  refine ⟨cost, ?_⟩
  rw [cost, ef, ed]
  ring

end

end AxialIsingStacking
```

```lean
#print axioms AxialIsingStacking.flip_is_slip
#print axioms AxialIsingStacking.intrinsic_fault
#print axioms AxialIsingStacking.intrinsic_fault_nearest_neighbour_iff
#print axioms AxialIsingStacking.extrinsic_fault
```

```
'AxialIsingStacking.flip_is_slip' depends on axioms: [propext, Classical.choice, Quot.sound]
'AxialIsingStacking.intrinsic_fault' depends on axioms: [propext, Classical.choice, Quot.sound]
'AxialIsingStacking.intrinsic_fault_nearest_neighbour_iff' depends on axioms: [propext, Classical.choice, Quot.sound]
'AxialIsingStacking.extrinsic_fault' depends on axioms: [propext, Classical.choice, Quot.sound]
```

## From correlation sums to fault energies in Lean

`flip_is_slip` goes by induction on the layer number `n`. Each new layer adds one step, which lies beyond, at or before the reversed one. Only the middle case needs arithmetic modulo 3, namely −1 = 1 + 1.

`energy_eq_corr` is the rewriting of E through C_1 and C_2. In `corr_fault`, `point` is the expansion of s_i s_(i+r), checked by cases on whether `i` and `i + r` lie in `A`. The step `shift` uses `Equiv.sum_comp` for the translation of the ring, which makes the two single sums equal. The filtered set `A.filter (fun i => i + r ∈ A)` has n_r elements. `fault_energy` then subtracts the fcc value.

In `polytype_energies`, the map from `ZMod N` to `ZMod 4` respects addition, so each statement about neighbouring spins reduces to four residues, which `decide` checks. For the first-neighbour sum of dhcp, `hs` says that translation preserves the sum and `hn` that it reverses every term; together they force the sum to be zero.

`small_ne_zero` shows that 1, 2 and 3 are nonzero in `ZMod N`, because their images in `ZMod 4` are. The fault theorems use this to count pairs. For one reversed spin both filtered sets are empty. For two adjacent spins, `f1` finds the single first-neighbour pair, starting at `k`, and `f2` finds no second-neighbour pair; the latter needs 3 ≠ 0, since otherwise `k + 1 + 2` would be `k`. Substituting these counts into `fault_energy` gives the costs, and the energies per layer turn them into the stated combinations. The criterion J2 = 0 is then a linear equation, solved in both directions by `linarith`.
